# For bounded Hermitian $H$ and $A$, the mean of $A$ changes at a rate of at most $2\,\sigma(H)\,\sigma(A)$ (with $\hbar=1$)

## The energy spread is constant, so why does the charge start from rest?

An electron is released in the left one of two identical quantum dots that are coupled by tunnelling. It goes over to the right dot, comes back, and so on. I was taught that the energy uncertainty $\sigma(H)$ sets the speed of such a process: a state with sharp energy is stationary, and a large spread allows fast change.

But the Hamiltonian is constant in time, so the energy spread is the same at every moment. At the moment of release the population of the left dot has zero rate of change, and a quarter of a period later it is falling fast. If $\sigma(H)$ is the speed, what holds the electron back at the start? And what is the "time" in the energy-time uncertainty relation, given that time is not an observable with a standard deviation?

## The spread of the observable limits the rate as well

The energy spread is only one of two factors. For an isolated system and an observable $A$ without explicit time dependence,

$$\left|\frac{d\langle A\rangle}{dt}\right|\le 2\,\sigma(H)\,\sigma(A),$$

with both spreads taken in the state at time $t$. At release the electron is certainly on the left, so the left population has $\sigma(A)=0$ and its rate must vanish, however large $\sigma(H)$ is.

In the energy-time relation of Mandelstam and Tamm, the time is $\tau_A=\sigma(A)/|d\langle A\rangle/dt|$, the time in which the mean would move by one standard deviation at its present rate. Wherever that rate is nonzero, the bound reads $\sigma(H)\,\tau_A\ge\tfrac12$, or $\hbar/2$ in ordinary units. Each observable has its own $\tau_A$.

**The rate is the mean of a commutator.** Let $\psi'=-iH\psi$, and let the inner product be conjugate-linear in its first slot. The product rule gives

$$\frac{d}{dt}\langle\psi,A\psi\rangle=\langle -iH\psi,A\psi\rangle+\langle\psi,A(-iH\psi)\rangle
= i\langle H\psi,A\psi\rangle-i\langle\psi,AH\psi\rangle .$$

Since $H$ is Hermitian, $\langle H\psi,A\psi\rangle=\langle\psi,HA\psi\rangle$, and the right side is $\langle\psi,i[H,A]\psi\rangle$. If $A$ commutes with $H$, the mean is constant. With $A=1$ this shows that the norm is conserved; with $A=H$ and $A=H^2$ it shows that $\sigma(H)$ is constant, as you said.

**A spread is the length of a vector.** Let $x$ be a unit vector, and write $a=\langle A\rangle$ and $h=\langle H\rangle$ for the means in $x$. Then

$$\|(A-a)x\|^2=\|Ax\|^2-2a\,\mathrm{Re}\langle Ax,x\rangle+a^2=\langle A^2\rangle-a^2=\sigma(A)^2 ,$$

and likewise for $H$.

**Cauchy-Schwarz bounds the commutator.** Put $z=\langle Hx,Ax\rangle$. Then

$$\langle x,i[H,A]x\rangle=i(z-\bar z)=-2\,\mathrm{Im}\,z .$$

For the centred vectors $u=(H-h)x$ and $v=(A-a)x$,

$$\langle u,v\rangle=z-ah-ha+ha=z-ha .$$

The subtracted number is real, so $\mathrm{Im}\,z=\mathrm{Im}\langle u,v\rangle$. Hence

$$|\langle i[H,A]\rangle|=2\,|\mathrm{Im}\langle u,v\rangle|\le2\,\|u\|\,\|v\|=2\,\sigma(H)\,\sigma(A).$$

Setting $x=\psi(t)$, which is still a unit vector, gives the bound on the rate.

**The two dots.** Keep one state per dot, and let $e$ and $f$ be these left and right states, taken as orthonormal. With a suitable unit and zero of energy, and a suitable phase of $f$, the Hamiltonian of this two-state model is $H=|f\rangle\langle e|+|e\rangle\langle f|$. The state released on the left is $\psi(t)=\cos t\,e-i\sin t\,f$. The left population is the mean of $A=|e\rangle\langle e|$, namely $\cos^2t$, and its rate is $-\sin2t$. Here $\langle H\rangle=0$ and $\langle H^2\rangle=1$, so $\sigma(H)=1$, while $\sigma(A)=\sqrt{\cos^2t-\cos^4t}=|\sin t\cos t|$. The bound is therefore $|\sin2t|$, and the electron moves as fast as it permits at every moment, including the start.

### What the Lean theorem says about the state and the operators

The theorem `mandelstam_tamm` takes two Hermitian operators `H` and `A`, a solution `ψ` of the Schrödinger equation, and the condition `‖ψ 0‖ = 1`. It concludes, for every real time `t`, that the mean of `A` has the mean of $i[H,A]$ as its derivative, and that this number has absolute value at most $2\sigma(H)\sigma(A)$ in the state `ψ t`. Normalisation is required only at time zero.

- `E` is any complex inner product space, of finite or infinite dimension. This includes $\mathbb C^n$ with its usual inner product.
- `E →L[ℂ] E` is the type of bounded linear operators, and `H * A` is their composition. On $\mathbb C^n$ every matrix gives such an operator.
- `Hermitian A` says that $\langle Ax,y\rangle=\langle x,Ay\rangle$ for all vectors.
- `mean A x` is the real part of $\langle x,Ax\rangle$, without division by $\|x\|^2$. It is the expectation value when `A` is Hermitian and `x` has unit norm.
- `stdDev A x` is $\sqrt{\langle A^2\rangle-\langle A\rangle^2}$.
- `Solves H ψ` is $\psi'=-iH\psi$ at every real time, with a time-independent `H` and $\hbar=1$.

These hypotheses describe an isolated system in a pure state, with a fixed and bounded Hamiltonian. A real device may be driven in time or coupled to its surroundings, and the theorem as stated does not cover those cases. Nor does it cover unbounded operators, such as kinetic energy and position on the whole line; for them the calculation above also needs the state to lie in the domains of the operators and products involved. For a normalised state vector that evolves in a finite orthonormal basis under a fixed Hamiltonian matrix, the theorem applies directly and limits the instantaneous rate of the mean of every observable represented by a fixed Hermitian matrix.

A separate theorem, `mandelstam_tamm_witness`, concerns the two dots. For orthonormal `e` and `f` it states that both operators are Hermitian, that `rabi e f` solves the equation and starts normalised, and that the left population is $\cos^2t$. The name `rabi` refers to the oscillation between two levels; the amplitudes $\cos t$ and $-i\sin t$ have angular frequency 1 in these units, and the population $\cos^2t$ oscillates with angular frequency 2.

```lean
import Mathlib

open Complex (I)
open scoped InnerProductSpace

namespace MandelstamTamm

noncomputable section

variable {E : Type*} [NormedAddCommGroup E] [InnerProductSpace ℂ E]
  {H A : E →L[ℂ] E} {ψ : ℝ → E} {x : E}

/-- A bounded operator is Hermitian if it can be moved across the inner product. -/
def Hermitian (A : E →L[ℂ] E) : Prop := ∀ x y, ⟪A x, y⟫_ℂ = ⟪x, A y⟫_ℂ

/-- The real part of `⟨x, A x⟩`: for Hermitian `A` and unit `x`, the expectation value. -/
def mean (A : E →L[ℂ] E) (x : E) : ℝ := (⟪x, A x⟫_ℂ).re

/-- The standard deviation of a Hermitian `A` in the unit vector `x`. -/
def stdDev (A : E →L[ℂ] E) (x : E) : ℝ := Real.sqrt (mean (A * A) x - mean A x ^ 2)

/-- The Schrödinger equation `ψ' = -i H ψ`, in units with `ħ = 1`. -/
def Solves (H : E →L[ℂ] E) (ψ : ℝ → E) : Prop :=
  ∀ t, HasDerivAt ψ ((-I) • H (ψ t)) t

/-- For Hermitian `A` the inner product `⟨x, A x⟩` is real. -/
theorem inner_eq_mean (hA : Hermitian A) (x : E) : ⟪x, A x⟫_ℂ = (mean A x : ℂ) :=
  (Complex.conj_eq_iff_re.mp (by rw [inner_conj_symm]; exact hA x x)).symm

/-- If `H` and `A` are Hermitian, so is `i[H, A]`. -/
theorem hermitian_commutator (hH : Hermitian H) (hA : Hermitian A) :
    Hermitian (I • (H * A - A * H)) := by
  intro x y
  change ⟪I • (H (A x) - A (H x)), y⟫_ℂ = ⟪x, I • (H (A y) - A (H y))⟫_ℂ
  simp only [inner_smul_left, inner_smul_right, inner_sub_left, inner_sub_right, Complex.conj_I]
  rw [hH (A x) y, hA x (H y), hA (H x) y, hH x (A y)]
  ring

/-- Ehrenfest's theorem: if `ψ` solves the Schrödinger equation of a Hermitian `H`, the real part of
`⟨ψ, A ψ⟩` has the real part of `⟨ψ, i[H, A] ψ⟩` as its time derivative. -/
theorem ehrenfest (hH : Hermitian H) (hψ : Solves H ψ) (A : E →L[ℂ] E) (t : ℝ) :
    HasDerivAt (fun s => mean A (ψ s)) (mean (I • (H * A - A * H)) (ψ t)) t := by
  have h := hψ t
  have hA : HasDerivAt (fun s => A (ψ s)) (A ((-I) • H (ψ t))) t :=
    (A.restrictScalars ℝ).hasFDerivAt.comp_hasDerivAt t h
  -- product rule for the inner product
  have hi := Complex.reCLM.hasFDerivAt.comp_hasDerivAt t (h.inner ℂ hA)
  refine hi.congr_deriv ?_
  change (⟪ψ t, A ((-I) • H (ψ t))⟫_ℂ + ⟪(-I) • H (ψ t), A (ψ t)⟫_ℂ).re
    = (⟪ψ t, I • (H (A (ψ t)) - A (H (ψ t)))⟫_ℂ).re
  simp only [map_smul, inner_smul_right, inner_smul_left, inner_sub_right,
    hH (ψ t) (A (ψ t)), map_neg, Complex.conj_I, neg_neg]
  congr 1
  ring

/-- Under a Hermitian `H`, the real part of `⟨ψ, A ψ⟩` is constant in time if `A` commutes with `H`.
-/
theorem mean_conserved (hH : Hermitian H) (hψ : Solves H ψ) (hc : H * A = A * H) (t : ℝ) :
    mean A (ψ t) = mean A (ψ 0) := by
  have hd : ∀ s, HasDerivAt (fun s => mean A (ψ s)) 0 s := fun s =>
    (ehrenfest hH hψ A s).congr_deriv (by rw [hc, sub_self, smul_zero]; simp [mean])
  exact is_const_of_deriv_eq_zero (fun s => (hd s).differentiableAt) (fun s => (hd s).deriv) t 0

/-- Evolution under a Hermitian `H` preserves the norm. -/
theorem norm_conserved (hH : Hermitian H) (hψ : Solves H ψ) (t : ℝ) : ‖ψ t‖ = ‖ψ 0‖ := by
  have h := mean_conserved (A := 1) hH hψ (by simp) t
  have e : ∀ x : E, mean 1 x = ‖x‖ ^ 2 := fun x => inner_self_eq_norm_sq (𝕜 := ℂ) x
  rw [e, e] at h
  exact (sq_eq_sq₀ (norm_nonneg _) (norm_nonneg _)).mp h

/-- In a unit vector, the standard deviation of a Hermitian `A` is the norm of `(A - ⟨A⟩)x`. -/
theorem stdDev_eq_norm (hA : Hermitian A) (hx : ‖x‖ = 1) :
    stdDev A x = ‖A x - (mean A x : ℂ) • x‖ := by
  have h1 : mean (A * A) x = ‖A x‖ ^ 2 := by
    change (⟪x, A (A x)⟫_ℂ).re = _
    rw [← hA x (A x)]
    exact inner_self_eq_norm_sq (𝕜 := ℂ) _
  have h2 : (⟪A x, (mean A x : ℂ) • x⟫_ℂ).re = mean A x ^ 2 := by
    rw [inner_smul_right, hA x x, inner_eq_mean hA, ← Complex.ofReal_mul, Complex.ofReal_re, sq]
  have h3 : ‖(mean A x : ℂ) • x‖ ^ 2 = mean A x ^ 2 := by
    rw [norm_smul, hx, mul_one, Complex.norm_real, Real.norm_eq_abs, sq_abs]
  have h4 : ‖A x - (mean A x : ℂ) • x‖ ^ 2 = ‖A x‖ ^ 2
      - 2 * (⟪A x, (mean A x : ℂ) • x⟫_ℂ).re + ‖(mean A x : ℂ) • x‖ ^ 2 :=
    norm_sub_sq (𝕜 := ℂ) _ _
  have h5 : mean (A * A) x - mean A x ^ 2 = ‖A x - (mean A x : ℂ) • x‖ ^ 2 := by
    rw [h4, h1, h2, h3]; ring
  rw [stdDev, h5, Real.sqrt_sq (norm_nonneg _)]

/-- Robertson's inequality: `|⟨i[H, A]⟩| ≤ 2 σ(H) σ(A)` for Hermitian `H`, `A` in a unit vector. -/
theorem robertson (hH : Hermitian H) (hA : Hermitian A) (hx : ‖x‖ = 1) :
    |mean (I • (H * A - A * H)) x| ≤ 2 * stdDev H x * stdDev A x := by
  have hxx : ⟪x, x⟫_ℂ = 1 := by rw [inner_self_eq_norm_sq_to_K, hx]; simp
  have hc : mean (I • (H * A - A * H)) x = -2 * (⟪H x, A x⟫_ℂ).im := by
    change (⟪x, I • (H (A x) - A (H x))⟫_ℂ).re = _
    rw [inner_smul_right, inner_sub_right, ← hH x (A x), ← hA x (H x),
      ← inner_conj_symm (A x) (H x)]
    simp only [Complex.mul_re, Complex.I_re, Complex.I_im, Complex.sub_re, Complex.sub_im,
      Complex.conj_re, Complex.conj_im]
    ring
  -- subtracting the mean values does not change the imaginary part
  have him : (⟪H x - (mean H x : ℂ) • x, A x - (mean A x : ℂ) • x⟫_ℂ).im
      = (⟪H x, A x⟫_ℂ).im := by
    simp only [inner_sub_left, inner_sub_right, inner_smul_left, inner_smul_right,
      Complex.conj_ofReal, hH x x, inner_eq_mean hH, inner_eq_mean hA, hxx]
    simp
  -- Cauchy-Schwarz for the two centred vectors
  have hcs := (Complex.abs_im_le_norm _).trans (norm_inner_le_norm (𝕜 := ℂ)
    (H x - (mean H x : ℂ) • x) (A x - (mean A x : ℂ) • x))
  rw [stdDev_eq_norm hH hx, stdDev_eq_norm hA hx, hc, ← him, abs_mul, abs_neg, abs_two]
  linarith

/-- Mandelstam-Tamm relation: for Hermitian `H`, `A` and a normalised initial state, `⟨A⟩` has
derivative `⟨i[H, A]⟩`, of absolute value at most `2 σ(H) σ(A)` at each time. -/
theorem mandelstam_tamm (hH : Hermitian H) (hA : Hermitian A) (hψ : Solves H ψ)
    (h0 : ‖ψ 0‖ = 1) (t : ℝ) :
    HasDerivAt (fun s => mean A (ψ s)) (mean (I • (H * A - A * H)) (ψ t)) t ∧
      |mean (I • (H * A - A * H)) (ψ t)| ≤ 2 * stdDev H (ψ t) * stdDev A (ψ t) :=
  ⟨ehrenfest hH hψ A t, robertson hH hA ((norm_conserved hH hψ t).trans h0)⟩

/-- The operator `|a⟩⟨b|`. -/
def ketbra (a b : E) : E →L[ℂ] E := (innerSL ℂ b).smulRight a

/-- The two-level oscillation `cos t |e⟩ - i sin t |f⟩`. -/
def rabi (e f : E) (t : ℝ) : E := (Real.cos t : ℂ) • e - (I * (Real.sin t : ℂ)) • f

/-- For orthonormal `e`, `f`, the oscillation `rabi e f` starts normalised and solves the
Schrödinger equation of the Hermitian `|f⟩⟨e| + |e⟩⟨f|`; the Hermitian `|e⟩⟨e|` has mean `cos² t`. -/
theorem mandelstam_tamm_witness {e f : E} (he : ‖e‖ = 1) (hf : ‖f‖ = 1) (hef : ⟪e, f⟫_ℂ = 0) :
    Hermitian (ketbra f e + ketbra e f) ∧ Hermitian (ketbra e e) ∧
      Solves (ketbra f e + ketbra e f) (rabi e f) ∧ ‖rabi e f 0‖ = 1 ∧
      ∀ t, mean (ketbra e e) (rabi e f t) = Real.cos t ^ 2 := by
  have hee : ⟪e, e⟫_ℂ = 1 := by rw [inner_self_eq_norm_sq_to_K, he]; simp
  have hff : ⟪f, f⟫_ℂ = 1 := by rw [inner_self_eq_norm_sq_to_K, hf]; simp
  have hfe : ⟪f, e⟫_ℂ = 0 := by rw [← inner_conj_symm, hef, map_zero]
  have h0 : rabi e f 0 = e := by simp [rabi]
  -- the Hamiltonian exchanges the two levels
  have hHe : (ketbra f e + ketbra e f) e = f := by
    change ⟪e, e⟫_ℂ • f + ⟪f, e⟫_ℂ • e = f
    rw [hee, hfe, one_smul, zero_smul, add_zero]
  have hHf : (ketbra f e + ketbra e f) f = e := by
    change ⟪e, f⟫_ℂ • f + ⟪f, f⟫_ℂ • e = e
    rw [hef, hff, one_smul, zero_smul, zero_add]
  refine ⟨fun x y => ?_, fun x y => ?_, fun t => ?_, by rw [h0, he], fun t => ?_⟩
  · change ⟪⟪e, x⟫_ℂ • f + ⟪f, x⟫_ℂ • e, y⟫_ℂ = ⟪x, ⟪e, y⟫_ℂ • f + ⟪f, y⟫_ℂ • e⟫_ℂ
    simp only [inner_add_left, inner_add_right, inner_smul_left, inner_smul_right,
      inner_conj_symm]
    ring
  · change ⟪⟪e, x⟫_ℂ • e, y⟫_ℂ = ⟪x, ⟪e, y⟫_ℂ • e⟫_ℂ
    rw [inner_smul_left, inner_smul_right, inner_conj_symm, mul_comm]
  · have hd := ((Real.hasDerivAt_cos t).ofReal_comp.smul_const e).fun_sub
      (((Real.hasDerivAt_sin t).ofReal_comp.const_mul I).smul_const f)
    refine hd.congr_deriv ?_
    have hI : -I * (I * (Real.sin t : ℂ)) = (Real.sin t : ℂ) := by
      linear_combination (-(Real.sin t : ℂ)) * Complex.I_mul_I
    rw [rabi, map_sub, map_smul, map_smul, hHe, hHf, smul_sub, smul_smul, smul_smul, hI,
      Complex.ofReal_neg]
    module
  · have her : ⟪e, rabi e f t⟫_ℂ = (Real.cos t : ℂ) := by
      rw [rabi, inner_sub_right, inner_smul_right, inner_smul_right, hee, hef, mul_one,
        mul_zero, sub_zero]
    change (⟪rabi e f t, ⟪e, rabi e f t⟫_ℂ • e⟫_ℂ).re = _
    rw [inner_smul_right, ← inner_conj_symm (rabi e f t) e, her, Complex.conj_ofReal,
      ← Complex.ofReal_mul, Complex.ofReal_re, sq]

end

end MandelstamTamm
```

```lean
#print axioms MandelstamTamm.hermitian_commutator
#print axioms MandelstamTamm.mean_conserved
#print axioms MandelstamTamm.mandelstam_tamm
```

```
'MandelstamTamm.hermitian_commutator' depends on axioms: [propext, Classical.choice, Quot.sound]
'MandelstamTamm.mean_conserved' depends on axioms: [propext, Classical.choice, Quot.sound]
'MandelstamTamm.mandelstam_tamm' depends on axioms: [propext, Classical.choice, Quot.sound]
```

### From the product rule to the bound in Lean

`inner_eq_mean` shows that $\langle x,Ax\rangle$ equals its own conjugate, and so is real, when `A` is Hermitian. `hermitian_commutator` shows that $i[H,A]$ is Hermitian as well. Together they ensure that taking the real part in `mean` discards nothing from the derivative.

`ehrenfest` is the first calculation above. Time is real while the space is complex, so `A` is first regarded as a real-linear map, and the chain rule then differentiates `A (ψ s)`. The product rule for the inner product comes from `h.inner ℂ hA`. The simplification step moves `H` across with `hH`, and `ring` collects the factors of $i$. This lemma does not require `A` to be Hermitian; in general it gives the derivative of the real part.

`mean_conserved` inserts a vanishing commutator and uses the fact that a function with zero derivative everywhere is constant. `norm_conserved` applies this to the identity operator and takes the square root.

`stdDev_eq_norm` is the identity between a spread and a length. Its steps `h1`, `h2` and `h3` evaluate the three terms of the expanded square, `h4` is the expansion, and `h5` assembles them.

`robertson` is the inequality for a single unit vector. In it, `hc` is the formula $-2\,\mathrm{Im}\,z$, `him` says that centring leaves the imaginary part unchanged, and `hcs` combines $|\mathrm{Im}\,w|\le|w|$ with Cauchy-Schwarz. After the spreads have been rewritten as norms, `linarith` supplies the factor 2. `mandelstam_tamm` then pairs `ehrenfest` with `robertson`, using `norm_conserved` to show that `ψ t` is a unit vector.

In the two-level theorem, `hHe` and `hHf` say that the Hamiltonian exchanges the dots. The Schrödinger equation follows by differentiating the sine and cosine and using $-i\cdot i=1$, which is the step `hI`. The population follows from the overlap $\langle e,\psi(t)\rangle=\cos t$, called `her`.

### A sharp energy, and the time to reach an orthogonal state

If the state is an eigenvector of $H$, then $\sigma(H)=0$ and every mean is stationary. In $\mathbb C^1$ this is always so: operators are numbers, they commute, and both sides of the bound are zero. Motion of a mean needs at least two dimensions, which the two dots supply.

The names Mandelstam and Tamm are also attached to a limit on the time needed to reach an orthogonal state, and that limit follows by integrating the rate bound. Take $A$ to be the projector on $\psi(0)$, with mean $p(t)=|\langle\psi(0),\psi(t)\rangle|^2$. Since $A^2=A$, the bound becomes

$$|p'|\le2\,\sigma(H)\sqrt{p(1-p)} .$$

Write $p=\cos^2\theta$ with $0\le\theta\le\pi/2$. While $0<p<1$ this says $|\theta'|\le\sigma(H)$. To become orthogonal to its initial state, the system must take $\theta$ from $0$ to $\pi/2$, which requires $\sigma(H)\,t\ge\pi/2$. The electron in the two dots arrives on the right at exactly $t=\pi/2$. This integration, like the evaluation of the spreads for the two dots, is ordinary calculus added to the formal proof, which ends at the instantaneous rate.
